# The fourth-order Legendre sum over tetrahedral directions is −4/9 of the octahedral sum

To estimate the d-level splitting of a tetrahedral complex, one can take the splitting for an octahedron of the same ligands at the same distance and multiply it by \(-4/9\). In the point-charge model this factor is a ratio of two angular sums, which are computed here.

Let the electron be at distance \(\rho\) from the metal nucleus in the direction of the unit vector \(r=(x,y,z)\). Let equal point charges sit at distance \(a>\rho\) in the unit directions \(n_i\). Their potential at the electron is proportional to

\[
\sum_{l\ge 0}\frac{\rho^l}{a^{l+1}}\,S_l(r),\qquad S_l(r)=\sum_i P_l(n_i\cdot r),
\]

where \(P_l\) is the Legendre polynomial of order \(l\). The ligand directions enter only through the sums \(S_l\). Within a d shell, parity removes the odd orders, and no order above four contributes. For cubic symmetry the second order vanishes and the zeroth is a common shift, so the splitting comes from \(S_4\).

The four tetrahedral directions are \((1,1,1)\), \((1,-1,-1)\), \((-1,1,-1)\) and \((-1,-1,1)\), each divided by \(\sqrt3\). For every unit vector \(r\),

\[
S_4^{\text{tet}}=-\frac{35}{9}\left(x^4+y^4+z^4-\frac35\right),\qquad
S_4^{\text{tet}}=-\frac49 S_4^{\text{oct}},\qquad
S_4^{\text{cube}}=-\frac89 S_4^{\text{oct}}.
\]

Moreover \(S_5^{\text{tet}}=0\) and \(-14/9\le S_4^{\text{tet}}\le 28/27\).

## From the four cosines to the cubic quartic

Bonnet's recursion, \((n+2)P_{n+2}=(2n+3)\,t\,P_{n+1}-(n+1)P_n\) with \(P_0=1\) and \(P_1=t\), gives in turn

\[
P_2=\frac{3t^2-1}{2},\quad P_3=\frac{5t^3-3t}{2},\quad P_4=\frac{35t^4-30t^2+3}{8},\quad P_5=\frac{63t^5-70t^3+15t}{8}.
\]

Write the cosines as \(c_i/\sqrt3\) with

\[
c_0=x+y+z,\quad c_1=x-y-z,\quad c_2=-x+y-z,\quad c_3=-x-y+z .
\]

Over the four directions, the sign of any single coordinate sums to zero, and so does the product of the signs of two different coordinates. The product of all three signs is always \(+1\). In even powers, therefore, only monomials with all exponents even survive. With \(Q=x^4+y^4+z^4\) and \(T=x^2y^2+y^2z^2+z^2x^2\),

\[
\sum_i c_i^2=4(x^2+y^2+z^2)=4,\qquad \sum_i c_i^4=4Q+24T .
\]

Squaring \(x^2+y^2+z^2=1\) gives \(Q+2T=1\), so the quartic sum is \(12-8Q\). Then

\[
S_4^{\text{tet}}=\frac18\left[\frac{35}{9}(12-8Q)-10\cdot4+12\right]=\frac73-\frac{35}{9}Q=-\frac{35}{9}\left(Q-\frac35\right).
\]

## Octahedron, cube and fifth order

The recursion also gives \(P_l(-t)=(-1)^lP_l(t)\). If this holds for \(n\) and \(n+1\), both terms on the right of the recursion acquire the factor \((-1)^n\) when \(t\) changes sign, and hence so does \(P_{n+2}\). Adding the opposite of every ligand therefore multiplies \(S_l\) by \(1+(-1)^l\).

The octahedron consists of the three positive axes and their opposites, so

\[
S_4^{\text{oct}}=2\cdot\frac{35Q-30+9}{8}=\frac{35}{4}\left(Q-\frac35\right).
\]

Comparison with the tetrahedral sum gives the ratio \(-4/9\). The cube is the tetrahedron with its opposites, which doubles the tetrahedral sum and gives \(-8/9\).

In odd powers only monomials with all exponents odd survive:

\[
\sum_i c_i=0,\qquad \sum_i c_i^3=24xyz,\qquad \sum_i c_i^5=80xyz(x^2+y^2+z^2).
\]

Inserting these in \(P_5\) gives

\[
S_5^{\text{tet}}=\frac{1}{8\sqrt3}\left[7\cdot80\,xyz(x^2+y^2+z^2)-\frac{70}{3}\cdot24\,xyz\right]=\frac{70\,xyz}{\sqrt3}\,(x^2+y^2+z^2-1)=0 .
\]

## Lowest and highest directions

Replacing \(Q\) by \(1-2T\) gives

\[
S_4^{\text{tet}}=-\frac{14}{9}+\frac{70}{9}T .
\]

Since \(T\) is a sum of squares, the minimum is \(-14/9\), attained when all products of two different coordinates vanish. For a unit vector these are the six directions along the Cartesian axes.

For the upper bound, let \(D=(x^2-y^2)^2+(y^2-z^2)^2+(z^2-x^2)^2\). Then \(D=2Q-2T=3Q-1\), so

\[
S_4^{\text{tet}}=\frac{28}{27}-\frac{35}{27}D .
\]

The maximum is attained when \(x^2=y^2=z^2\), that is, in the eight directions to the corners of a cube. Four of them point at ligands and four point directly away from ligands; both sets give the same value because a sum of even order doesn't change when \(r\) is reversed.

## Legendre polynomials and ligand directions in Lean

The polynomials are defined as real functions by Bonnet's recursion, solved for the highest order.

```lean
import Mathlib

open Matrix

namespace TetrahedralLigandField

noncomputable section

/-- The Legendre polynomials `P_l(t)`, defined by Bonnet's three-term recursion. -/
def legendreP : ℕ → ℝ → ℝ
  | 0, _ => 1
  | 1, t => t
  | n + 2, t =>
      ((2 * (n : ℝ) + 3) * t * legendreP (n + 1) t - ((n : ℝ) + 1) * legendreP n t) / ((n : ℝ) + 2)
```

The sum \(S_l\) is `ligandSum n l r`. Here `n` is the family of ligand directions, whereas in the recursion it was an order. The letter `r` stands for the direction of the electron and not for its distance. The symbol `⬝ᵥ` is the dot product. The definition accepts vectors of any length; for two unit vectors the dot product is the cosine of the angle between them.

```lean
/-- The sum over `i` of `P_l` evaluated at the dot product of `n i` and `r`. For unit vectors these
dot products are the cosines of the angles between `n i` and `r`. -/
def ligandSum {ι : Type*} [Fintype ι] (n : ι → Fin 3 → ℝ) (l : ℕ) (r : Fin 3 → ℝ) : ℝ :=
  ∑ i, legendreP l (n i ⬝ᵥ r)
```

The coordinates \(x,y,z\) are `r 0`, `r 1`, `r 2`, and the tetrahedral ligands are numbered from 0 to 3. The corners have length \(\sqrt3\), and `tetraDir` is the normalised version.

```lean
/-- Four alternate corners of a cube of edge two centred at the origin. -/
def tetraCorner : Fin 4 → Fin 3 → ℝ :=
  ![![1, 1, 1], ![1, -1, -1], ![-1, 1, -1], ![-1, -1, 1]]

/-- The four tetrahedral ligand directions: the corners divided by `√3`. -/
def tetraDir (i : Fin 4) (k : Fin 3) : ℝ := tetraCorner i k / √3

/-- The three positive Cartesian axes. -/
def axisDir (i : Fin 3) : Fin 3 → ℝ := Pi.single i 1
```

The octahedron and the cube are built by one operation. The index type `ι ⊕ ι` holds two copies of the original labels, the first for the given directions and the second for their opposites.

```lean
/-- A set of ligand directions together with the opposite directions. -/
def withAntipodes {ι : Type*} (n : ι → Fin 3 → ℝ) : ι ⊕ ι → Fin 3 → ℝ :=
  Sum.elim n (fun i => -n i)

/-- The six octahedral ligand directions. -/
def octaDir : Fin 3 ⊕ Fin 3 → Fin 3 → ℝ := withAntipodes axisDir

/-- The eight ligand directions of cubic coordination. -/
def cubeDir : Fin 4 ⊕ Fin 4 → Fin 3 → ℝ := withAntipodes tetraDir
```

## Parity, explicit polynomial and geometry

Parity is proved by an induction that assumes the claim for two consecutive orders, as a three-term recursion requires. The two assumptions `h0` and `h1` are inserted into the recursion, and `ring` collects the signs.

```lean
/-- The Legendre polynomial `P_l` has parity `(-1)^l`. -/
theorem legendreP_neg (l : ℕ) (t : ℝ) : legendreP l (-t) = (-1) ^ l * legendreP l t := by
  induction l using Nat.twoStepInduction with
  | zero => simp [legendreP]
  | one => simp [legendreP]
  | more n h0 h1 =>
    simp only [legendreP, h0, h1]
    ring
```

The explicit \(P_4\) follows by unfolding the recursion down to \(P_0\) and \(P_1\).

```lean
/-- The explicit fourth Legendre polynomial. -/
theorem legendreP_four (t : ℝ) : legendreP 4 t = (35 * t ^ 4 - 30 * t ^ 2 + 3) / 8 := by
  simp only [legendreP]
  push_cast
  ring
```

The next theorem checks that the four directions form a regular tetrahedron: each has unit length, and any two different ones have cosine \(-1/3\). The factor \(\sqrt3\cdot\sqrt3\) is replaced by 3, and the sixteen pairs are then evaluated one at a time.

```lean
/-- The tetrahedral directions have unit length, and any two different ones have
cosine `-1/3`. -/
theorem tetraDir_dot (i j : Fin 4) :
    tetraDir i ⬝ᵥ tetraDir j = if i = j then 1 else -1 / 3 := by
  have h3 : √3 * √3 = (3 : ℝ) := Real.mul_self_sqrt (by norm_num)
  simp only [dotProduct, tetraDir, Fin.sum_univ_three, div_mul_div_comm, h3]
  fin_cases i <;> fin_cases j <;> simp [tetraCorner] <;> norm_num
```

The effect of adding opposite ligands holds for every finite family of directions, every order and every vector `r`. The proof splits the sum into its two copies and applies parity to the second.

```lean
/-- Adding the opposite ligands multiplies the sum of order `l` by `1 + (-1)^l`. -/
theorem ligandSum_withAntipodes {ι : Type*} [Fintype ι] (n : ι → Fin 3 → ℝ) (l : ℕ)
    (r : Fin 3 → ℝ) :
    ligandSum (withAntipodes n) l r = (1 + (-1) ^ l) * ligandSum n l r := by
  simp only [ligandSum, withAntipodes, Fintype.sum_sum_type, Sum.elim_inl, Sum.elim_inr,
    neg_dotProduct, legendreP_neg, ← Finset.mul_sum]
  ring
```

## The fourth-order sum

The four dot products are first written out, for any order. The local statements `h0` to `h3` evaluate them as \(c_0/\sqrt3\) to \(c_3/\sqrt3\), which are the cosines when `r` is a unit vector.

```lean
/-- The tetrahedral sum of any order, with the four dot products written in Cartesian coordinates.
-/
theorem ligandSum_tetra (l : ℕ) (r : Fin 3 → ℝ) :
    ligandSum tetraDir l r =
      legendreP l ((r 0 + r 1 + r 2) / √3) + legendreP l ((r 0 - r 1 - r 2) / √3) +
      legendreP l ((-r 0 + r 1 - r 2) / √3) + legendreP l ((-r 0 - r 1 + r 2) / √3) := by
  have h0 : tetraDir 0 ⬝ᵥ r = (r 0 + r 1 + r 2) / √3 := by
    simp [tetraDir, tetraCorner, dotProduct, Fin.sum_univ_three]
    ring
  have h1 : tetraDir 1 ⬝ᵥ r = (r 0 - r 1 - r 2) / √3 := by
    simp [tetraDir, tetraCorner, dotProduct, Fin.sum_univ_three]
    ring
  have h2 : tetraDir 2 ⬝ᵥ r = (-r 0 + r 1 - r 2) / √3 := by
    simp [tetraDir, tetraCorner, dotProduct, Fin.sum_univ_three]
    ring
  have h3 : tetraDir 3 ⬝ᵥ r = (-r 0 - r 1 + r 2) / √3 := by
    simp [tetraDir, tetraCorner, dotProduct, Fin.sum_univ_three]
    ring
  rw [ligandSum, Fin.sum_univ_four, h0, h1, h2, h3]
```

The hypothesis `hr` in the main theorem says that `r` is a unit vector. Inside the proof, `hP` is \(P_4(c/\sqrt3)\) with the powers of \(\sqrt3\) evaluated. The last line replaces the manual use of the normalisation. Before \(s=x^2+y^2+z^2\) is set to 1, the two sides differ by \(\left[\tfrac{35}{6}(s+1)-5\right](s-1)\). The tactic `linear_combination` is given the bracket as the multiplier of `hr` and checks the remaining polynomial identity.

```lean
/-- For a unit vector `(x, y, z)`, the fourth-order tetrahedral sum is
`-(35/9) (x⁴ + y⁴ + z⁴ - 3/5)`. -/
theorem tetra_four (r : Fin 3 → ℝ) (hr : r 0 ^ 2 + r 1 ^ 2 + r 2 ^ 2 = 1) :
    ligandSum tetraDir 4 r = -(35 / 9) * (r 0 ^ 4 + r 1 ^ 4 + r 2 ^ 4 - 3 / 5) := by
  have h2 : √3 ^ 2 = (3 : ℝ) := Real.sq_sqrt (by norm_num)
  have h4 : √3 ^ 4 = (9 : ℝ) := by
    rw [show √3 ^ 4 = (√3 ^ 2) ^ 2 by ring, h2]
    norm_num
  -- only even powers of the cosine occur, so the square root disappears
  have hP (c : ℝ) : legendreP 4 (c / √3) = (35 * c ^ 4 / 9 - 10 * c ^ 2 + 3) / 8 := by
    rw [legendreP_four, div_pow, div_pow, h4, h2]
    ring
  rw [ligandSum_tetra, hP, hP, hP, hP]
  linear_combination (35 / 6 * (r 0 ^ 2 + r 1 ^ 2 + r 2 ^ 2 + 1) - 5) * hr
```

## The ratios −4/9 and −8/9

The theorem states both ratios as equalities between functions on the unit sphere. For the first, the octahedral sum is reduced to twice the sum over the three axes, where the cosines are simply the coordinates. The second follows from the first, because the cube doubles the tetrahedral sum.

```lean
/-- On the unit sphere the fourth-order sum for four tetrahedral ligands is `-4/9` of that for six
octahedral ligands, and for eight cubic ligands it is `-8/9` of the octahedral one. -/
theorem tetra_cube_octa_ratio (r : Fin 3 → ℝ) (hr : r 0 ^ 2 + r 1 ^ 2 + r 2 ^ 2 = 1) :
    ligandSum tetraDir 4 r = -(4 / 9) * ligandSum octaDir 4 r ∧
      ligandSum cubeDir 4 r = -(8 / 9) * ligandSum octaDir 4 r := by
  have h : ligandSum tetraDir 4 r = -(4 / 9) * ligandSum octaDir 4 r := by
    rw [tetra_four r hr, octaDir, ligandSum_withAntipodes]
    simp only [ligandSum, axisDir, single_dotProduct, one_mul, Fin.sum_univ_three, legendreP_four]
    linear_combination (-(10 / 3)) * hr
  refine ⟨h, ?_⟩
  -- the cube is the tetrahedron with its antipodes
  rw [cubeDir, ligandSum_withAntipodes, h]
  ring
```

In a point-charge crystal-field calculation within a single d shell, with equal charges, equal metal–ligand distances and the same radial function for both complexes, this ratio reverses the order of the two d levels between octahedron and tetrahedron and reduces their separation to four ninths. The step from the theorem to that statement takes the multipole expansion of the ligand potential, which supplies the common radial factor, and the restriction to the d shell, which leaves only the fourth order to split the levels. The Lean development treats the angular sums alone. The ratio belongs to the fourth order and not to the whole potential, since the tetrahedral field also has a third-order part that the octahedral field lacks. Covalent bonding and differing bond lengths lie outside this model.

## No fifth-order term

The explicit \(P_5\) is derived inside the proof as `h`, and `hP` takes out one factor \(1/\sqrt3\), which remains because the order is odd. The multiplier of `hr` in the last line is the factor \(70xyz/\sqrt3\) found above.

```lean
/-- The fifth-order tetrahedral sum vanishes for every unit vector. -/
theorem tetra_five (r : Fin 3 → ℝ) (hr : r 0 ^ 2 + r 1 ^ 2 + r 2 ^ 2 = 1) :
    ligandSum tetraDir 5 r = 0 := by
  have h2 : √3 ^ 2 = (3 : ℝ) := Real.sq_sqrt (by norm_num)
  have h3 : √3 ^ 3 = 3 * √3 := by linear_combination √3 * h2
  have h5 : √3 ^ 5 = 9 * √3 := by linear_combination (√3 ^ 3 + 3 * √3) * h2
  have h (t : ℝ) : legendreP 5 t = (63 * t ^ 5 - 70 * t ^ 3 + 15 * t) / 8 := by
    simp only [legendreP]
    push_cast
    ring
  have hP (c : ℝ) :
      legendreP 5 (c / √3) = (7 * c ^ 5 - 70 / 3 * c ^ 3 + 15 * c) / 8 / √3 := by
    rw [h, div_pow, div_pow, h5, h3]
    ring
  rw [ligandSum_tetra, hP, hP, hP, hP]
  linear_combination (70 * r 0 * r 1 * r 2 / √3) * hr
```

Fifth order is the highest that can couple a d orbital to an f orbital, so in the same point-charge model a regular tetrahedron of equal ligands gives no such coupling at this order.

## Bounds with their directions

Each of the last two theorems has two parts: an inequality for every unit vector, and an equivalence that identifies the directions where equality holds. In both proofs the statement `key` is the formula with the sum of squares. For the minimum this is \(-14/9+(70/9)T\). The inequality follows because squares are non-negative. If equality holds, the squares add up to zero, so each of them is zero; the converse is direct substitution.

```lean
/-- On the unit sphere the fourth-order tetrahedral sum is at least `-14/9`, with equality exactly
on the Cartesian axes, where all products of two different coordinates vanish. -/
theorem tetra_four_min (r : Fin 3 → ℝ) (hr : r 0 ^ 2 + r 1 ^ 2 + r 2 ^ 2 = 1) :
    -(14 / 9) ≤ ligandSum tetraDir 4 r ∧
      (ligandSum tetraDir 4 r = -(14 / 9) ↔ r 0 * r 1 = 0 ∧ r 1 * r 2 = 0 ∧ r 2 * r 0 = 0) := by
  have key : ligandSum tetraDir 4 r =
      -(14 / 9) + 70 / 9 * ((r 0 * r 1) ^ 2 + (r 1 * r 2) ^ 2 + (r 2 * r 0) ^ 2) := by
    rw [tetra_four r hr]
    linear_combination (-(35 / 9) * (r 0 ^ 2 + r 1 ^ 2 + r 2 ^ 2 + 1)) * hr
  have a := sq_nonneg (r 0 * r 1)
  have b := sq_nonneg (r 1 * r 2)
  have c := sq_nonneg (r 2 * r 0)
  rw [key]
  refine ⟨by linarith, fun h => ⟨?_, ?_, ?_⟩, fun ⟨h0, h1, h2⟩ => by rw [h0, h1, h2]; norm_num⟩
  all_goals exact (pow_eq_zero_iff two_ne_zero).mp (by linarith)
```

The proof for the maximum has the same structure, with \(28/27-(35/27)D\) in `key`. A vanishing square now gives the equality of two squared coordinates. Two such equalities are stated, and the third follows from them.

```lean
/-- On the unit sphere the fourth-order tetrahedral sum is at most `28/27`, with equality exactly
where the three coordinates have equal squares. -/
theorem tetra_four_max (r : Fin 3 → ℝ) (hr : r 0 ^ 2 + r 1 ^ 2 + r 2 ^ 2 = 1) :
    ligandSum tetraDir 4 r ≤ 28 / 27 ∧
      (ligandSum tetraDir 4 r = 28 / 27 ↔ r 0 ^ 2 = r 1 ^ 2 ∧ r 1 ^ 2 = r 2 ^ 2) := by
  have key : ligandSum tetraDir 4 r = 28 / 27 - 35 / 27 *
      ((r 0 ^ 2 - r 1 ^ 2) ^ 2 + (r 1 ^ 2 - r 2 ^ 2) ^ 2 + (r 2 ^ 2 - r 0 ^ 2) ^ 2) := by
    rw [tetra_four r hr]
    linear_combination (-(35 / 27) * (r 0 ^ 2 + r 1 ^ 2 + r 2 ^ 2 + 1)) * hr
  have a := sq_nonneg (r 0 ^ 2 - r 1 ^ 2)
  have b := sq_nonneg (r 1 ^ 2 - r 2 ^ 2)
  have c := sq_nonneg (r 2 ^ 2 - r 0 ^ 2)
  rw [key]
  refine ⟨by linarith, fun h => ⟨?_, ?_⟩, fun ⟨h0, h1⟩ => by rw [h0, h1]; ring⟩
  all_goals exact sub_eq_zero.mp ((pow_eq_zero_iff two_ne_zero).mp (by linarith))

end

end TetrahedralLigandField
```

For an electron repelled by the ligands, the fourth-order energy is thus lowest along the Cartesian axes. The orbitals \(d_{z^2}\) and \(d_{x^2-y^2}\) have their lobes there and form the lower level of the tetrahedral point-charge model.

```lean
#print axioms TetrahedralLigandField.tetra_cube_octa_ratio
-- 'TetrahedralLigandField.tetra_cube_octa_ratio' depends on axioms: [propext, Classical.choice, Quot.sound]
#print axioms TetrahedralLigandField.tetra_five
-- 'TetrahedralLigandField.tetra_five' depends on axioms: [propext, Classical.choice, Quot.sound]
#print axioms TetrahedralLigandField.tetra_four_min
-- 'TetrahedralLigandField.tetra_four_min' depends on axioms: [propext, Classical.choice, Quot.sound]
#print axioms TetrahedralLigandField.tetra_four_max
-- 'TetrahedralLigandField.tetra_four_max' depends on axioms: [propext, Classical.choice, Quot.sound]
```
